# Pederson's localisation condition for real orbitals with a contact self-interaction

When two equally occupied orbitals of the same spin are rotated into each other, their total density stays the same, but a self-interaction correction, which is evaluated orbital by orbital, can change. For real orbitals on a finite grid with a contact self-interaction, the correction is stationary under all such pair rotations exactly when Pederson's localisation condition holds.

In Lean 4 with Mathlib:

```lean
import Mathlib

open Real

namespace PedersonLocalisation

noncomputable section

variable {X ι : Type*} [Fintype X] [Fintype ι] [DecidableEq ι]

/-- The orbital-dependent potential `V_p = p²` of a contact self-interaction. -/
def potential (p : X → ℝ) (x : X) : ℝ := p x ^ 2

/-- The self-interaction energy `∑ p⁴` of one orbital. -/
def selfEnergy (p : X → ℝ) : ℝ := ∑ x, p x ^ 4

/-- The matrix element `⟨p, (V_p - V_q) q⟩` on the grid. -/
def mismatch (p q : X → ℝ) : ℝ :=
  ∑ x, p x * ((potential p x - potential q x) * q x)

/-- The first orbital of the pair after rotation by the angle `t`. -/
def rotP (p q : X → ℝ) (t : ℝ) : X → ℝ := fun x => cos t * p x + sin t * q x

/-- The second orbital of the pair after rotation by the angle `t`. -/
def rotQ (p q : X → ℝ) (t : ℝ) : X → ℝ := fun x => cos t * q x - sin t * p x

/-- The self-interaction energy of the rotated pair. -/
def pairEnergy (p q : X → ℝ) (t : ℝ) : ℝ :=
  selfEnergy (rotP p q t) + selfEnergy (rotQ p q t)

/-- The angular average of the pair energy, `(3/4) ∑ (p² + q²)²`. -/
def meanEnergy (p q : X → ℝ) : ℝ := ∑ x, 3 / 4 * (p x ^ 2 + q x ^ 2) ^ 2

/-- The coefficient `(1/4) ∑ (p⁴ - 6 p² q² + q⁴)` of `cos 4t` in the pair energy. -/
def anisotropy (p q : X → ℝ) : ℝ :=
  ∑ x, 1 / 4 * (p x ^ 4 - 6 * p x ^ 2 * q x ^ 2 + q x ^ 4)

/-- The total self-interaction energy of a set of orbitals. -/
def totalSelfEnergy (φ : ι → X → ℝ) : ℝ := ∑ k, selfEnergy (φ k)

/-- Rotation of orbitals `i` and `j` into each other, with all others held fixed. -/
def rotatePair (φ : ι → X → ℝ) (i j : ι) (t : ℝ) : ι → X → ℝ := fun k =>
  if k = i then rotP (φ i) (φ j) t else if k = j then rotQ (φ i) (φ j) t else φ k

omit [Fintype X] in
/-- The rotation leaves the density of the pair unchanged at every grid point. -/
theorem density_invariant (p q : X → ℝ) (t : ℝ) (x : X) :
    rotP p q t x ^ 2 + rotQ p q t x ^ 2 = p x ^ 2 + q x ^ 2 := by
  simp only [rotP, rotQ]
  linear_combination (p x ^ 2 + q x ^ 2) * sin_sq_add_cos_sq t

omit [Fintype X] in
/-- Rotation by zero angle leaves both orbitals unchanged. -/
theorem rotation_zero (p q : X → ℝ) : rotP p q 0 = p ∧ rotQ p q 0 = q := by
  constructor
  · funext x
    simp [rotP]
  · funext x
    simp [rotQ]

/-- At every angle, the derivative of the pair energy is four times the matrix element
`⟨p_t, (V_{p_t} - V_{q_t}) q_t⟩` of the rotated orbitals. -/
theorem hasDerivAt_pairEnergy (p q : X → ℝ) (t : ℝ) :
    HasDerivAt (pairEnergy p q) (4 * mismatch (rotP p q t) (rotQ p q t)) t := by
  -- the rotation turns `p_t` towards `q_t`, and `q_t` towards `-p_t`
  have hP : ∀ x, HasDerivAt (fun s => rotP p q s x) (rotQ p q t x) t := fun x =>
    (((hasDerivAt_cos t).mul_const (p x)).fun_add
      ((hasDerivAt_sin t).mul_const (q x))).congr_deriv (by simp only [rotQ]; ring)
  have hQ : ∀ x, HasDerivAt (fun s => rotQ p q s x) (-rotP p q t x) t := fun x =>
    (((hasDerivAt_cos t).mul_const (q x)).fun_sub
      ((hasDerivAt_sin t).mul_const (p x))).congr_deriv (by simp only [rotP]; ring)
  have hP4 : ∀ x, HasDerivAt (fun s => rotP p q s x ^ 4)
      (4 * rotP p q t x ^ 3 * rotQ p q t x) t := fun x =>
    ((hP x).fun_pow 4).congr_deriv (by norm_num)
  have hQ4 : ∀ x, HasDerivAt (fun s => rotQ p q s x ^ 4)
      (4 * rotQ p q t x ^ 3 * (-rotP p q t x)) t := fun x =>
    ((hQ x).fun_pow 4).congr_deriv (by norm_num)
  have sP : HasDerivAt (fun s => ∑ x, rotP p q s x ^ 4)
      (∑ x, 4 * rotP p q t x ^ 3 * rotQ p q t x) t :=
    HasDerivAt.fun_sum fun x _ => hP4 x
  have sQ : HasDerivAt (fun s => ∑ x, rotQ p q s x ^ 4)
      (∑ x, 4 * rotQ p q t x ^ 3 * (-rotP p q t x)) t :=
    HasDerivAt.fun_sum fun x _ => hQ4 x
  refine (sP.fun_add sQ).congr_deriv ?_
  rw [← Finset.sum_add_distrib, mismatch, Finset.mul_sum]
  refine Finset.sum_congr rfl fun x _ => ?_
  simp only [potential]
  ring

/-- At zero angle the derivative of the pair energy is `4 ∑ p q (p² - q²)`. -/
theorem hasDerivAt_pairEnergy_zero (p q : X → ℝ) :
    HasDerivAt (pairEnergy p q) (4 * ∑ x, p x * q x * (p x ^ 2 - q x ^ 2)) 0 := by
  refine (hasDerivAt_pairEnergy p q 0).congr_deriv ?_
  congr 1
  refine Finset.sum_congr rfl fun x _ => ?_
  simp only [potential, rotP, rotQ, cos_zero, sin_zero]
  ring

/-- Pederson's localisation condition: the total self-interaction energy is stationary under
every pair rotation exactly when `⟨φ_i, (V_i - V_j) φ_j⟩ = 0` for all distinct `i`, `j`. -/
theorem stationary_iff_localisation (φ : ι → X → ℝ) :
    (∀ i j, i ≠ j → HasDerivAt (fun t => totalSelfEnergy (rotatePair φ i j t)) 0 0) ↔
      ∀ i j, i ≠ j → mismatch (φ i) (φ j) = 0 := by
  have key : ∀ i j, i ≠ j → HasDerivAt (fun t => totalSelfEnergy (rotatePair φ i j t))
      (4 * mismatch (φ i) (φ j)) 0 := by
    intro i j hij
    -- only the two rotated orbitals contribute to the change of energy
    have hE : (fun t => totalSelfEnergy (rotatePair φ i j t)) = fun t =>
        pairEnergy (φ i) (φ j) t +
          ∑ k ∈ (Finset.univ.erase i).erase j, selfEnergy (φ k) := by
      funext t
      have h1 := Finset.add_sum_erase Finset.univ
        (fun k => selfEnergy (rotatePair φ i j t k)) (Finset.mem_univ i)
      have h2 := Finset.add_sum_erase (Finset.univ.erase i)
        (fun k => selfEnergy (rotatePair φ i j t k))
        (Finset.mem_erase.2 ⟨hij.symm, Finset.mem_univ j⟩)
      have h3 : ∑ k ∈ (Finset.univ.erase i).erase j, selfEnergy (rotatePair φ i j t k) =
          ∑ k ∈ (Finset.univ.erase i).erase j, selfEnergy (φ k) := by
        refine Finset.sum_congr rfl fun k hk => ?_
        have hkj := (Finset.mem_erase.1 hk).1
        have hki := (Finset.mem_erase.1 (Finset.mem_erase.1 hk).2).1
        simp [rotatePair, hki, hkj]
      have hi : rotatePair φ i j t i = rotP (φ i) (φ j) t := by simp [rotatePair]
      have hj : rotatePair φ i j t j = rotQ (φ i) (φ j) t := by
        simp [rotatePair, hij.symm]
      simp only [hi] at h1
      simp only [hj] at h2
      unfold totalSelfEnergy pairEnergy
      linarith
    rw [hE]
    refine ((hasDerivAt_pairEnergy (φ i) (φ j) 0).add_const _).congr_deriv ?_
    rw [(rotation_zero (φ i) (φ j)).1, (rotation_zero (φ i) (φ j)).2]
  constructor
  · intro h i j hij
    have := (key i j hij).unique (h i j hij)
    linarith
  · intro h i j hij
    exact (key i j hij).congr_deriv (by rw [h i j hij, mul_zero])

/-- The pair energy is a constant plus a single harmonic in `4t`, whose sine coefficient is
the matrix element `⟨p, (V_p - V_q) q⟩`. -/
theorem pairEnergy_eq (p q : X → ℝ) (t : ℝ) :
    pairEnergy p q t =
      meanEnergy p q + anisotropy p q * cos (4 * t) + mismatch p q * sin (4 * t) := by
  have hc : cos (4 * t) = cos t ^ 4 - 6 * cos t ^ 2 * sin t ^ 2 + sin t ^ 4 := by
    rw [show 4 * t = 2 * (2 * t) by ring, cos_two_mul', cos_two_mul', sin_two_mul]
    ring
  have hs : sin (4 * t) = 4 * cos t * sin t * (cos t ^ 2 - sin t ^ 2) := by
    rw [show 4 * t = 2 * (2 * t) by ring, sin_two_mul, sin_two_mul, cos_two_mul']
    ring
  have h1 : (cos t ^ 2 + sin t ^ 2) ^ 2 = 1 := by rw [cos_sq_add_sin_sq, one_pow]
  unfold pairEnergy selfEnergy meanEnergy anisotropy mismatch
  rw [Finset.sum_mul, Finset.sum_mul, ← Finset.sum_add_distrib, ← Finset.sum_add_distrib,
    ← Finset.sum_add_distrib]
  refine Finset.sum_congr rfl fun x _ => ?_
  simp only [rotP, rotQ, potential]
  linear_combination (3 / 4 * (p x ^ 2 + q x ^ 2) ^ 2) * h1
    - (1 / 4 * (p x ^ 4 - 6 * p x ^ 2 * q x ^ 2 + q x ^ 4)) * hc
    - (p x * ((p x ^ 2 - q x ^ 2) * q x)) * hs

/-- The unrotated pair has the largest self-interaction energy among all rotated pairs exactly
when the localisation condition holds and the coefficient of `cos 4t` is nonnegative. -/
theorem maximal_iff (p q : X → ℝ) :
    (∀ t, pairEnergy p q t ≤ pairEnergy p q 0) ↔
      mismatch p q = 0 ∧ 0 ≤ anisotropy p q := by
  constructor
  · intro h
    have hmax : IsLocalMax (pairEnergy p q) 0 := Filter.Eventually.of_forall h
    have h0 := hmax.hasDerivAt_eq_zero (hasDerivAt_pairEnergy p q 0)
    rw [(rotation_zero p q).1, (rotation_zero p q).2] at h0
    have hB : mismatch p q = 0 := by linarith
    refine ⟨hB, ?_⟩
    -- compare with the pair rotated by 45 degrees
    have h4 := h (π / 4)
    rw [pairEnergy_eq, pairEnergy_eq, show 4 * (π / 4) = π by ring, mul_zero, cos_pi,
      sin_pi, cos_zero, sin_zero] at h4
    linarith
  · rintro ⟨hB, hA⟩ t
    rw [pairEnergy_eq, pairEnergy_eq, hB, mul_zero, cos_zero]
    nlinarith [mul_le_mul_of_nonneg_left (cos_le_one (4 * t)) hA]

/-- Every pair can be rotated to an angle of maximal self-interaction energy, and the
localisation condition holds there. -/
theorem exists_localised_pair (p q : X → ℝ) :
    ∃ t, (∀ s, pairEnergy p q s ≤ pairEnergy p q t) ∧
      mismatch (rotP p q t) (rotQ p q t) = 0 := by
  -- polar form of the two harmonic coefficients
  obtain ⟨N, θ, hN, hA, hB⟩ : ∃ N θ : ℝ, 0 ≤ N ∧ N * cos θ = anisotropy p q ∧
      N * sin θ = mismatch p q :=
    ⟨‖(⟨anisotropy p q, mismatch p q⟩ : ℂ)‖, Complex.arg ⟨anisotropy p q, mismatch p q⟩,
      norm_nonneg _, Complex.norm_mul_cos_arg _, Complex.norm_mul_sin_arg _⟩
  have hmax : ∀ s, pairEnergy p q s ≤ pairEnergy p q (θ / 4) := by
    intro s
    rw [pairEnergy_eq, pairEnergy_eq, show 4 * (θ / 4) = θ by ring, ← hA, ← hB]
    have h1 := mul_le_mul_of_nonneg_left (cos_le_one (4 * s - θ)) hN
    rw [cos_sub] at h1
    have h2 : N * cos θ * cos θ + N * sin θ * sin θ = N := by
      linear_combination N * sin_sq_add_cos_sq θ
    linarith
  refine ⟨θ / 4, hmax, ?_⟩
  have hloc : IsLocalMax (pairEnergy p q) (θ / 4) := Filter.Eventually.of_forall hmax
  have h0 := hloc.hasDerivAt_eq_zero (hasDerivAt_pairEnergy p q (θ / 4))
  linarith

/-- The two-site orbitals `(1, 1)` and `(1, -1)` satisfy the localisation condition, yet some
rotation of them has a larger self-interaction energy. -/
theorem stationary_not_maximal :
    mismatch ![1, 1] ![1, -1] = 0 ∧
      ¬ ∀ t, pairEnergy ![1, 1] ![1, -1] t ≤ pairEnergy ![1, 1] ![1, -1] 0 := by
  constructor
  · norm_num [mismatch, potential, Fin.sum_univ_two]
  · rw [maximal_iff]
    rintro ⟨-, h⟩
    norm_num [anisotropy, Fin.sum_univ_two] at h

end

end PedersonLocalisation
```

```lean
#print axioms PedersonLocalisation.hasDerivAt_pairEnergy_zero
#print axioms PedersonLocalisation.stationary_iff_localisation
#print axioms PedersonLocalisation.exists_localised_pair
#print axioms PedersonLocalisation.stationary_not_maximal
```

```
'PedersonLocalisation.hasDerivAt_pairEnergy_zero' depends on axioms: [propext, Classical.choice, Quot.sound]
'PedersonLocalisation.stationary_iff_localisation' depends on axioms: [propext, Classical.choice, Quot.sound]
'PedersonLocalisation.exists_localised_pair' depends on axioms: [propext, Classical.choice, Quot.sound]
'PedersonLocalisation.stationary_not_maximal' depends on axioms: [propext, Classical.choice, Quot.sound]
```

## Orbitals, potentials and rotations

The finite type `X` is the grid, and an orbital is a function `p : X → ℝ`. Its self-interaction energy, `selfEnergy`, is Σ p⁴, the sum over grid points of its squared density. Its `potential` is V_p = p². This is the density derivative of ½ Σ p⁴; the overall factor 2 in the energy does not affect the condition. The quantity `mismatch p q` is the matrix element

⟨p, (V_p − V_q) q⟩ = Σ pq(p² − q²).

Rotation by an angle t gives the pair

p_t = cos t p + sin t q
q_t = cos t q − sin t p,

written `rotP` and `rotQ`. By `density_invariant`, p_t² + q_t² = p² + q² at every grid point.

The main theorem, `stationary_iff_localisation`, concerns a finite family φ of orbitals. On one side, for all distinct i and j, rotating φ_i and φ_j with the others fixed gives a total self-interaction energy whose derivative at t = 0 is zero. On the other, ⟨φ_i, (V_i − V_j) φ_j⟩ = 0 for all distinct i and j. Neither normalisation nor orthogonality is assumed.

In self-interaction-corrected density functional theory, this is the stationarity condition on the choice of orbitals within a fixed occupied space, here for real orbitals and a contact term in place of the Coulomb and exchange-correlation self-interaction. The equations that determine the occupied space itself are not treated.

## The derivative under rotation

Differentiating the rotated orbitals gives dp_t/dt = q_t and dq_t/dt = −p_t. Hence

d/dt Σ (p_t⁴ + q_t⁴) = Σ (4p_t³q_t − 4q_t³p_t)
= 4 Σ p_tq_t(p_t² − q_t²)
= 4⟨p_t, (V_{p_t} − V_{q_t}) q_t⟩.

The proof of `hasDerivAt_pairEnergy` follows these lines: `hP` and `hQ` differentiate the orbitals, `hP4` and `hQ4` their fourth powers, and `HasDerivAt.fun_sum` sums over the grid. At t = 0 the derivative is 4 Σ pq(p² − q²), as `hasDerivAt_pairEnergy_zero` states.

With more orbitals, only the two rotated ones contribute. The step `hE` splits the total self-interaction energy into the pair energy and a constant, so its derivative at t = 0 is 4⟨φ_i, (V_i − V_j) φ_j⟩. Since a derivative is unique, it is zero exactly when the matrix element is, which proves both directions.

## Which stationary pairs are maximal

The correction subtracts the self-interaction energy, and the rotation leaves the rest of the total energy unchanged. For a repulsive contact term, the rotated pair with the largest self-interaction energy therefore has the lowest corrected energy. Write c = cos t and s = sin t. Expanding the fourth powers at one grid point gives

p_t⁴ + q_t⁴ = (c⁴ + s⁴)(p⁴ + q⁴) + 12c²s²p²q² + 4cs(c² − s²)pq(p² − q²).

The double-angle formulas give

c⁴ + s⁴ = (3 + cos 4t)/4
12c²s² = 3(1 − cos 4t)/2
4cs(c² − s²) = sin 4t.

Summing over the grid, the pair energy is

E(t) = C + A cos 4t + B sin 4t,

with

C = ¾ Σ (p² + q²)²
A = ¼ Σ (p⁴ − 6p²q² + q⁴)
B = Σ pq(p² − q²).

These are `meanEnergy`, `anisotropy` and `mismatch`. In `pairEnergy_eq`, `linear_combination` combines the trigonometric identities point by point.

If E is largest at t = 0, its derivative 4B vanishes there, and comparison with t = π/4 gives C − A ≤ C + A, so A ≥ 0. Conversely, if B = 0 and A ≥ 0, then E(t) = C + A cos 4t ≤ C + A. This is `maximal_iff`.

A maximum always exists. Writing A = N cos θ and B = N sin θ with N ≥ 0 gives

E(t) = C + N cos(4t − θ),

which is largest at t = θ/4. The derivative vanishes there, so the rotated pair satisfies the localisation condition. In `exists_localised_pair`, N and θ are the modulus and argument of the complex number A + iB.

Stationarity alone does not select the maximum. The two-site orbitals (1, 1) and (1, −1) in `stationary_not_maximal` have B = 0 but A = −2. Normalised to (1, 1)/√2 and (1, −1)/√2, they have pair energy 1; rotation by π/4 gives the site orbitals (1, 0) and (0, −1), with energy 2. In this two-site model, a solver that tests only the localisation condition would accept the delocalised pair.
